# Steepest descent from a symmetric geometry can converge to a saddle point

After a geometry optimisation that started from a symmetric structure, one computes the vibrational frequencies at the converged point. If one of them is imaginary, the atoms are displaced along that mode and the optimisation is restarted without symmetry. Planar ammonia is an example. Every force on the planar molecule lies in the plane, so the optimiser relaxes the N–H distances and stops at a planar structure with an imaginary out-of-plane frequency. Moving the nitrogen slightly out of the plane and restarting leads to the pyramid.

The forces stay in the plane for any method whose energy is differentiable there and unchanged by the reflection. Whether the planar structure is a saddle depends on the energy surface that the method gives. Convergence to a saddle is shown here for a two-coordinate model energy and steepest descent with a constant step.

## The descent worked out by hand

Let x be a symmetric coordinate and y a coordinate that changes sign under the mirror operation. The energy is

E(x,y) = a x² − b y² + c y⁴.

Here 2a is the force constant of the symmetric mode, −2b is the negative curvature along the symmetry-breaking mode, and c > 0 describes the quartic stiffening that bounds the energy from below. A step moves each coordinate by −t times its partial derivative. Since ∂E/∂x = 2ax and ∂E/∂y = −2by + 4cy³, the iterates (xₖ, yₖ) obey

xₖ₊₁ = (1 − 2at) xₖ
yₖ₊₁ = (1 + 2bt − 4ct yₖ²) yₖ.

Take a, b, t > 0 and at < 1. Then |1 − 2at| < 1, so xₖ = (1 − 2at)ᵏ x₀ tends to zero.

**Claim.** The descent converges to (0,0) exactly when some yₖ is zero.

If yₖ = 0, all later values are zero too, and the iterates converge to the origin. Conversely, suppose yₖ → 0 although no yₖ vanishes. From some N on, 2c yₖ² < b, and the factor multiplying yₖ is

1 + 2t(b − 2c yₖ²) > 1.

Hence |yₖ| ≥ |y_N| > 0 for all k ≥ N, which contradicts yₖ → 0.

The origin is stationary, but E(x,0) = a x² rises along x, while E(0,y) = −y²(b − c y²) is negative for small y ≠ 0. It is a saddle.

For c > 0 put v = √(b/(2c)), so that b = 2cv². Completing the square gives

E(x,y) − E(0,v) = a x² + c(y² − v²)² ≥ 0.

So (0,v) is a global minimum, and it lies cv⁴ below the saddle. Inserting b = 2cv² into the step gives

v − yₖ₊₁ = (v − yₖ)(1 − 4ct yₖ(v + yₖ)).

Let 0 < y₀ ≤ v and 4bt ≤ 1. As long as y₀ ≤ yₖ ≤ v, we have y₀v ≤ yₖ(v + yₖ) ≤ 2v², and 4ct · 2v² = 4bt ≤ 1. The last factor therefore lies between 0 and q = 1 − 4ct y₀v < 1. So yₖ₊₁ again lies between y₀ and v, and by induction

v − yₖ ≤ qᵏ(v − y₀) → 0.

However small it is, a displacement y₀ in this range leads to the minimum.

## Energy, step and valley in Lean

```lean
import Mathlib

open Filter Topology

namespace SymmetryTrappedDescent
```

A geometry is a pair `p : ℝ × ℝ`, with x = `p.1` and y = `p.2`.

```lean
/-- Model energy surface `a x² - b y² + c y⁴`, symmetric under the mirror `y ↦ -y`. -/
def energy (a b c : ℝ) (p : ℝ × ℝ) : ℝ := a * p.1 ^ 2 - b * p.2 ^ 2 + c * p.2 ^ 4
```

The step is defined for an arbitrary energy through its partial derivatives, so the recursion above has to be proved.

```lean
/-- One steepest-descent step on a differentiable energy `E` of two coordinates: each coordinate
changes by `-t` times its partial derivative. -/
noncomputable def descentStep (E : ℝ × ℝ → ℝ) (t : ℝ) (p : ℝ × ℝ) : ℝ × ℝ :=
  (p.1 - t * deriv (fun x => E (x, p.2)) p.1, p.2 - t * deriv (fun y => E (p.1, y)) p.2)
```

The number v is called `valley b c`.

```lean
/-- The displacement `√(b / (2c))` off the mirror line, for `b, c > 0`. -/
noncomputable def valley (b c : ℝ) : ℝ := √(b / (2 * c))
```

## The two recursions

The closed form follows by differentiating the energy in one coordinate with the other held fixed; `h1` and `h2` are the two partial derivatives.

```lean
/-- The steepest-descent step on the model surface in closed form. -/
theorem descentStep_energy (a b c t : ℝ) (p : ℝ × ℝ) :
    descentStep (energy a b c) t p =
      ((1 - 2 * a * t) * p.1, (1 + 2 * b * t - 4 * c * t * p.2 ^ 2) * p.2) := by
  have q2 (x : ℝ) : HasDerivAt (fun x : ℝ => x ^ 2) (2 * x) x := by
    simpa using hasDerivAt_pow 2 x
  have q4 (x : ℝ) : HasDerivAt (fun x : ℝ => x ^ 4) (4 * x ^ 3) x := by
    simpa using hasDerivAt_pow 4 x
  have h1 : HasDerivAt (fun x => energy a b c (x, p.2)) (a * (2 * p.1)) p.1 :=
    (((q2 p.1).const_mul a).sub_const (b * p.2 ^ 2)).add_const (c * p.2 ^ 4)
  have h2 : HasDerivAt (fun y => energy a b c (p.1, y))
      (-(b * (2 * p.2)) + c * (4 * p.2 ^ 3)) p.2 :=
    (((q2 p.2).const_mul b).const_sub (a * p.1 ^ 2)).fun_add ((q4 p.2).const_mul c)
  unfold descentStep
  rw [h1.deriv, h2.deriv]
  exact Prod.ext (by dsimp only; ring) (by dsimp only; ring)
```

The notation `f^[k] p` means k applications of f to p. The next two lemmas give the recursion for y and the explicit power for x.

```lean
/-- In each step the symmetry-breaking coordinate `y` is multiplied by
`1 + 2bt - 4cty²`. -/
theorem iterate_snd_succ (a b c t : ℝ) (p : ℝ × ℝ) (k : ℕ) :
    ((descentStep (energy a b c) t)^[k + 1] p).2 =
      (1 + 2 * b * t - 4 * c * t * ((descentStep (energy a b c) t)^[k] p).2 ^ 2) *
        ((descentStep (energy a b c) t)^[k] p).2 := by
  simp only [Function.iterate_succ_apply', descentStep_energy]

/-- After `k` steps the symmetric coordinate `x` has been multiplied by `(1 - 2at)^k`. -/
theorem iterate_fst (a b c t : ℝ) (p : ℝ × ℝ) (k : ℕ) :
    ((descentStep (energy a b c) t)^[k] p).1 = (1 - 2 * a * t) ^ k * p.1 := by
  induction k with
  | zero => simp
  | succ k ih =>
    rw [Function.iterate_succ_apply', descentStep_energy]
    dsimp only
    rw [ih]
    ring
```

The bound |1 − 2at| < 1 then sends x to zero from any start.

```lean
/-- For `a, t > 0` and `a t < 1` the symmetric coordinate relaxes to zero from any start. -/
theorem tendsto_fst {a t : ℝ} (b c : ℝ) (ha : 0 < a) (ht : 0 < t) (hat : a * t < 1)
    (p : ℝ × ℝ) :
    Tendsto (fun k => ((descentStep (energy a b c) t)^[k] p).1) atTop (𝓝 0) := by
  have hpos := mul_pos ha ht
  have hq : |1 - 2 * a * t| < 1 := abs_lt.2 ⟨by linarith, by linarith⟩
  have h := (tendsto_pow_atTop_nhds_zero_of_abs_lt_one hq).mul_const p.1
  rw [zero_mul] at h
  simp only [iterate_fst]
  exact h
```

## The saddle and the starts that reach it

The theorem `origin_saddle` says that the origin is left fixed by every step and is neither a local minimum nor a local maximum. In each half of the proof, the assumed extremum supplies an inequality on a neighbourhood, and a nonzero point there violates it.

```lean
/-- For `a, b > 0` the origin is a saddle: steepest descent does not move from it, yet it is
neither a local minimum nor a local maximum of the energy. -/
theorem origin_saddle {a b : ℝ} (c : ℝ) (ha : 0 < a) (hb : 0 < b) :
    (∀ t, descentStep (energy a b c) t (0, 0) = (0, 0)) ∧
      ¬ IsLocalMin (energy a b c) (0, 0) ∧ ¬ IsLocalMax (energy a b c) (0, 0) := by
  have h3 : ∀ᶠ y in 𝓝[≠] (0 : ℝ), y ≠ 0 := self_mem_nhdsWithin
  refine ⟨fun t => by simp [descentStep_energy], fun h => ?_, fun h => ?_⟩
  · -- the energy falls along `y`
    have hc : Continuous (fun y : ℝ => ((0 : ℝ), y)) := by fun_prop
    have h1 : ∀ᶠ y in 𝓝 (0 : ℝ), energy a b c (0, 0) ≤ energy a b c (0, y) :=
      (hc.tendsto 0).eventually h
    have h2 : ∀ᶠ y in 𝓝 (0 : ℝ), c * y ^ 2 < b :=
      (isOpen_lt (by fun_prop : Continuous fun y : ℝ => c * y ^ 2)
        continuous_const).mem_nhds (by simpa using hb)
    obtain ⟨y, ⟨hy1, hy2⟩, hy0⟩ :=
      (((h1.and h2).filter_mono nhdsWithin_le_nhds).and h3).exists
    have hy : 0 < y ^ 2 := by positivity
    simp only [energy] at hy1
    nlinarith [mul_pos hy (sub_pos.2 hy2)]
  · -- the energy rises along `x`
    have hc : Continuous (fun x : ℝ => (x, (0 : ℝ))) := by fun_prop
    have h1 : ∀ᶠ x in 𝓝 (0 : ℝ), energy a b c (x, 0) ≤ energy a b c (0, 0) :=
      (hc.tendsto 0).eventually h
    obtain ⟨x, hx1, hx0⟩ := ((h1.filter_mono nhdsWithin_le_nhds).and h3).exists
    have hx : 0 < a * x ^ 2 := by positivity
    simp only [energy] at hx1
    linarith
```

The claim itself holds for every real `c`. In the forward direction, `grow` is the statement |yₖ| ≥ |y_N|, proved by induction from N, and `ge_of_tendsto` passes it to the limit, which forces y_N = 0. The condition speaks of some iterate and not of the start, because for c > 0 a start with 4ct y₀² = 1 + 2bt lands on the mirror line after one step.

```lean
/-- For `a, b, t > 0` and `a t < 1`, steepest descent converges to the saddle exactly when
some iterate lies on the mirror line `y = 0`. -/
theorem tendsto_saddle_iff {a b t : ℝ} (c : ℝ) (ha : 0 < a) (hb : 0 < b) (ht : 0 < t)
    (hat : a * t < 1) (p : ℝ × ℝ) :
    Tendsto (fun k => (descentStep (energy a b c) t)^[k] p) atTop (𝓝 (0, 0)) ↔
      ∃ k, ((descentStep (energy a b c) t)^[k] p).2 = 0 := by
  constructor
  · intro h
    by_contra hne
    have hlim : Tendsto (fun k => ((descentStep (energy a b c) t)^[k] p).2) atTop (𝓝 0) :=
      (continuous_snd.tendsto ((0 : ℝ), (0 : ℝ))).comp h
    have h2 : ∀ᶠ y in 𝓝 (0 : ℝ), 2 * c * y ^ 2 < b :=
      (isOpen_lt (by fun_prop : Continuous fun y : ℝ => 2 * c * y ^ 2)
        continuous_const).mem_nhds (by simpa using hb)
    obtain ⟨N, hN⟩ := eventually_atTop.1 (hlim.eventually h2)
    -- close to the mirror line, `|y|` never decreases
    have grow : ∀ k ≥ N, |((descentStep (energy a b c) t)^[N] p).2| ≤
        |((descentStep (energy a b c) t)^[k] p).2| := by
      intro k hk
      induction k, hk using Nat.le_induction with
      | base => exact le_refl _
      | succ k hk ih =>
        rw [iterate_snd_succ, abs_mul]
        refine ih.trans (le_mul_of_one_le_left (abs_nonneg _) (le_trans ?_ (le_abs_self _)))
        nlinarith [mul_pos ht (sub_pos.2 (hN k hk))]
    have h0 := ge_of_tendsto hlim.abs (eventually_atTop.2 ⟨N, grow⟩)
    rw [abs_zero] at h0
    exact hne ⟨N, abs_nonpos_iff.1 h0⟩
  · rintro ⟨k, hk⟩
    -- once on the mirror line, always on it
    have h0 : ∀ n ≥ k, ((descentStep (energy a b c) t)^[n] p).2 = 0 := by
      intro n hn
      induction n, hn using Nat.le_induction with
      | base => exact hk
      | succ n hn ih => rw [iterate_snd_succ, ih, mul_zero]
    have hs : Tendsto (fun n => ((descentStep (energy a b c) t)^[n] p).2) atTop (𝓝 0) :=
      tendsto_const_nhds.congr' (eventually_atTop.2 ⟨k, fun n hn => (h0 n hn).symm⟩)
    exact (tendsto_fst b c ha ht hat p).prodMk_nhds hs
```

## The minimum and the displaced start

The identity 2cv² = b is proved once and then used to eliminate b.

```lean
/-- For `b, c > 0` the valley displacement `v` is positive and satisfies `2cv² = b`. -/
theorem valley_spec {b c : ℝ} (hb : 0 < b) (hc : 0 < c) :
    0 < valley b c ∧ 2 * c * valley b c ^ 2 = b := by
  refine ⟨Real.sqrt_pos.2 (by positivity), ?_⟩
  rw [valley, Real.sq_sqrt (by positivity)]
  field_simp
```

In `valley_isMin`, the first `e` is the completed square and the second is the energy difference cv⁴.

```lean
/-- For `a, b, c > 0` the valley point is a global minimum of the energy and lies strictly
below the saddle. -/
theorem valley_isMin {a b c : ℝ} (ha : 0 < a) (hb : 0 < b) (hc : 0 < c) :
    (∀ p, energy a b c (0, valley b c) ≤ energy a b c p) ∧
      energy a b c (0, valley b c) < energy a b c (0, 0) := by
  obtain ⟨hv0, hv⟩ := valley_spec hb hc
  constructor
  · intro p
    -- complete the square
    have e : energy a b c p - energy a b c (0, valley b c) =
        a * p.1 ^ 2 + c * (p.2 ^ 2 - valley b c ^ 2) ^ 2 := by
      simp only [energy]
      linear_combination (p.2 ^ 2 - valley b c ^ 2) * hv
    have : 0 ≤ a * p.1 ^ 2 + c * (p.2 ^ 2 - valley b c ^ 2) ^ 2 := by positivity
    linarith
  · have e : energy a b c (0, 0) - energy a b c (0, valley b c) = c * valley b c ^ 4 := by
      simp only [energy]
      linear_combination (-valley b c ^ 2) * hv
    have : 0 < c * valley b c ^ 4 := by positivity
    linarith
```

In the convergence theorem, `y` is the starting value y₀ and `z` stands for the current yₖ. The statement `key` carries three facts through the induction: y₀ ≤ yₖ, yₖ ≤ v and the geometric bound. The identity `e2` is the formula for v − yₖ₊₁, and `hA` and `hB` are the bounds on yₖ(v + yₖ). A squeeze between the geometric bound and v finishes the argument.

The hypothesis 4bt ≤ 1 keeps the iterates from overshooting the valley. The theorem treats starts with 0 < y₀ ≤ v; line searches and quasi-Newton steps would need a separate analysis.

```lean
/-- Let `a, b, c, t > 0`, `a t < 1` and `4 b t ≤ 1`. From any start displaced off the mirror
line by `0 < y ≤ √(b / (2c))`, steepest descent converges to the valley point. -/
theorem tendsto_valley {a b c t : ℝ} (ha : 0 < a) (hb : 0 < b) (hc : 0 < c) (ht : 0 < t)
    (hat : a * t < 1) (hbt : 4 * b * t ≤ 1) (x : ℝ) {y : ℝ} (hy : 0 < y)
    (hyv : y ≤ valley b c) :
    Tendsto (fun k => (descentStep (energy a b c) t)^[k] (x, y)) atTop
      (𝓝 (0, valley b c)) := by
  obtain ⟨hv0, hv⟩ := valley_spec hb hc
  set v := valley b c
  have hs : 0 < 4 * c * t := by positivity
  have hsv : 4 * c * t * (2 * v ^ 2) ≤ 1 := by
    have : 4 * c * t * (2 * v ^ 2) = 4 * b * t := by linear_combination (4 * t) * hv
    linarith
  have hq0 : 0 ≤ 1 - 4 * c * t * (y * v) := by
    have h : y * v ≤ 2 * v ^ 2 := by nlinarith
    linarith [mul_le_mul_of_nonneg_left h hs.le]
  have hq1 : 1 - 4 * c * t * (y * v) < 1 := by
    linarith [mul_pos hs (mul_pos hy hv0)]
  -- the distance to the valley shrinks at least geometrically
  have key : ∀ k, y ≤ ((descentStep (energy a b c) t)^[k] (x, y)).2 ∧
      ((descentStep (energy a b c) t)^[k] (x, y)).2 ≤ v ∧
      v - ((descentStep (energy a b c) t)^[k] (x, y)).2 ≤
        (1 - 4 * c * t * (y * v)) ^ k * (v - y) := by
    intro k
    induction k with
    | zero => exact ⟨le_refl _, hyv, by simp⟩
    | succ k ih =>
      rw [iterate_snd_succ]
      generalize ((descentStep (energy a b c) t)^[k] (x, y)).2 = z at ih ⊢
      obtain ⟨h1, h2, h3⟩ := ih
      have hz : 0 < z := hy.trans_le h1
      have hd : 0 ≤ v - z := sub_nonneg.2 h2
      have e1 : (1 + 2 * b * t - 4 * c * t * z ^ 2) * z =
          z + 4 * c * t * (z * ((v - z) * (v + z))) := by
        linear_combination (-2 * t * z) * hv
      have e2 : v - (1 + 2 * b * t - 4 * c * t * z ^ 2) * z =
          (v - z) * (1 - 4 * c * t * (z * (v + z))) := by
        linear_combination (2 * t * z) * hv
      have hA : z * (v + z) ≤ 2 * v ^ 2 := by
        nlinarith [mul_nonneg hd hv0.le, mul_nonneg hd hz.le]
      have hB : y * v ≤ z * (v + z) := by
        nlinarith [mul_le_mul_of_nonneg_right h1 hv0.le, sq_nonneg z]
      have sA := mul_le_mul_of_nonneg_left hA hs.le
      have sB := mul_le_mul_of_nonneg_left hB hs.le
      refine ⟨?_, ?_, ?_⟩
      · have : 0 ≤ 4 * c * t * (z * ((v - z) * (v + z))) := by positivity
        linarith
      · have : 0 ≤ (v - z) * (1 - 4 * c * t * (z * (v + z))) :=
          mul_nonneg hd (by linarith)
        linarith
      · rw [e2]
        calc (v - z) * (1 - 4 * c * t * (z * (v + z)))
            ≤ (v - z) * (1 - 4 * c * t * (y * v)) :=
              mul_le_mul_of_nonneg_left (by linarith) hd
          _ ≤ ((1 - 4 * c * t * (y * v)) ^ k * (v - y)) * (1 - 4 * c * t * (y * v)) :=
              mul_le_mul_of_nonneg_right h3 hq0
          _ = (1 - 4 * c * t * (y * v)) ^ (k + 1) * (v - y) := by ring
  have hl := ((tendsto_pow_atTop_nhds_zero_of_lt_one hq0 hq1).mul_const (v - y)).const_sub v
  rw [zero_mul, sub_zero] at hl
  have h2 : Tendsto (fun k => ((descentStep (energy a b c) t)^[k] (x, y)).2) atTop (𝓝 v) :=
    tendsto_of_tendsto_of_tendsto_of_le_of_le hl tendsto_const_nhds
      (fun k => by have := (key k).2.2; dsimp only; linarith) (fun k => (key k).2.1)
  exact (tendsto_fst b c ha ht hat (x, y)).prodMk_nhds h2
```

## The start (1,0)

With a = b = c = 1 the energy is x² − y² + y⁴. The start (1,0) is already on the mirror line, so the claim applies with k = 0 for every constant step 0 < t < 1. The iterates are ((1 − 2t)ᵏ, 0), and their limit is not a local minimum.

```lean
/-- On `E(x,y) = x² - y² + y⁴`, steepest descent from `(1,0)` with any constant step in
`(0,1)` converges to `(0,0)`, which is not a local minimum. -/
theorem descent_from_one_zero {t : ℝ} (ht : 0 < t) (ht1 : t < 1) :
    Tendsto (fun k => (descentStep (fun p => p.1 ^ 2 - p.2 ^ 2 + p.2 ^ 4) t)^[k] (1, 0))
      atTop (𝓝 (0, 0)) ∧
    ¬ IsLocalMin (fun p : ℝ × ℝ => p.1 ^ 2 - p.2 ^ 2 + p.2 ^ 4) (0, 0) := by
  have e : (fun p : ℝ × ℝ => p.1 ^ 2 - p.2 ^ 2 + p.2 ^ 4) = energy 1 1 1 := by
    funext p
    simp only [energy, one_mul]
  rw [e]
  exact ⟨(tendsto_saddle_iff 1 one_pos one_pos ht (by linarith) (1, 0)).2 ⟨0, rfl⟩,
    (origin_saddle 1 one_pos one_pos).2.1⟩

end SymmetryTrappedDescent
```

```lean
#print axioms SymmetryTrappedDescent.tendsto_saddle_iff
-- 'SymmetryTrappedDescent.tendsto_saddle_iff' depends on axioms: [propext, Classical.choice, Quot.sound]
#print axioms SymmetryTrappedDescent.valley_isMin
-- 'SymmetryTrappedDescent.valley_isMin' depends on axioms: [propext, Classical.choice, Quot.sound]
#print axioms SymmetryTrappedDescent.tendsto_valley
-- 'SymmetryTrappedDescent.tendsto_valley' depends on axioms: [propext, Classical.choice, Quot.sound]
#print axioms SymmetryTrappedDescent.descent_from_one_zero
-- 'SymmetryTrappedDescent.descent_from_one_zero' depends on axioms: [propext, Classical.choice, Quot.sound]
```
